# A nonzero linear tilt splits the monkey saddle into two ordinary saddles

## One tilt along the x axis

Take the energy $E(x,y)=x^3-3xy^2-3x$. Its stationary points satisfy

$$3x^2-3y^2-3=0,\qquad -6xy=0.$$

If $x=0$, the first equation asks for $y^2=-1$, which is impossible. So $y=0$ and $x=\pm1$. The matrix of second derivatives is $\mathrm{diag}(6,-6)$ at $(1,0)$ and $\mathrm{diag}(-6,6)$ at $(-1,0)$: each point has one downhill and one uphill direction.

Without the term $-3x$ the surface is the monkey saddle, where three valleys meet at the origin and the Hessian there is zero. The tilt replaces this degenerate point by two ordinary saddles. In a geometry optimisation, a stationary point with exactly one negative Hessian eigenvalue is a candidate transition state; here that classification is settled for a two-coordinate cubic model with a linear perturbation.

## General tilt

Let $a,b$ be real and

$$E(x,y)=x^3-3xy^2+ax+by.$$

The gradient and Hessian are

$$\nabla E=(3x^2-3y^2+a,\;-6xy+b),\qquad H=\begin{pmatrix}6x&-6y\\-6y&-6x\end{pmatrix}.$$

**Counting.** Put $z=x+iy$. Since $3z^2=3(x^2-y^2)+6ixy$, the two stationarity equations are together equivalent to

$$3z^2=-a+ib.$$

A complex number has a square root, so there is a solution $z$, and every solution is $z$ or $-z$. These coincide only if $z=0$, which forces $a=b=0$. A nonzero tilt therefore gives exactly two stationary points.

**Curvature.** Taking moduli gives $3(x^2+y^2)=\sqrt{a^2+b^2}$. The Hessian has trace $0$ and determinant

$$-36(x^2+y^2)=-12\sqrt{a^2+b^2},$$

so its eigenvalues are $\pm\kappa$ with $\kappa=\sqrt{12\sqrt{a^2+b^2}}$. For a nonzero tilt, $\kappa>0$.

**Energy.** At a stationary point,

$$0=xE_x+yE_y=3(x^3-3xy^2)+ax+by,$$

where $E_x,E_y$ are the partial derivatives. Hence $x^3-3xy^2=-(ax+by)/3$ and $E=\tfrac23(ax+by)$.

## Numbers for a = 9, b = 12

Here $\sqrt{a^2+b^2}=15$, so $x^2+y^2=5$. Stationarity requires $x^2-y^2=-3$ and $xy=2$, which gives $(1,2)$ and $(-1,-2)$. The eigenvalues at both are $\pm\sqrt{180}\approx\pm13.42$. At $(1,2)$ the energy is $1-12+9+24=22$, in agreement with $\tfrac23\cdot33$.

## Vanishing tilt

As $a,b\to0$, the two points approach the origin at distance $(a^2+b^2)^{1/4}/\sqrt3$, and $\kappa$ shrinks in proportion to that distance. At $a=b=0$ they merge and both eigenvalues vanish, which is why the splitting theorem needs a nonzero tilt.

## The statement in Lean

`energy a b` is the function above, with dimensionless coordinates and the cubic coefficient set to one. `planeGradient` and `planeHessian` are built from one-variable derivatives of an arbitrary function on the plane, so the matrix $H$ is computed and not postulated. `stationarySet a b` collects the zeros of the gradient.

The theorem `monkey_saddle_splitting` assumes `a ≠ 0 ∨ b ≠ 0`. It concludes that the set has `ncard` equal to 2, and that at each of its points the characteristic polynomial of the Hessian is $(X-\mu)(X-\nu)$ with $\mu<0<\nu$. This fixes the eigenvalues with their multiplicities. Quadratic or higher perturbations, further coordinates and the reaction paths leaving the saddles are not treated.

```lean
import Mathlib

open Polynomial

namespace MonkeySaddleSplitting

noncomputable section

/-- The monkey saddle energy with a linear tilt `a x + b y`. -/
def energy (a b x y : ℝ) : ℝ := x ^ 3 - 3 * x * y ^ 2 + a * x + b * y

/-- The pair of first partial derivatives of a function on the plane. -/
def planeGradient (f : ℝ → ℝ → ℝ) (x y : ℝ) : ℝ × ℝ :=
  (deriv (fun s => f s y) x, deriv (fun t => f x t) y)

/-- The matrix of second partial derivatives of a function on the plane. -/
def planeHessian (f : ℝ → ℝ → ℝ) (x y : ℝ) : Matrix (Fin 2) (Fin 2) ℝ :=
  !![deriv (fun s => (planeGradient f s y).1) x, deriv (fun t => (planeGradient f x t).1) y;
     deriv (fun s => (planeGradient f s y).2) x, deriv (fun t => (planeGradient f x t).2) y]

/-- The set of points where the gradient of the tilted monkey saddle vanishes. -/
def stationarySet (a b : ℝ) : Set (ℝ × ℝ) :=
  {p | planeGradient (energy a b) p.1 p.2 = 0}

/-- The derivative of a cubic polynomial in one coordinate. -/
theorem deriv_cubic (p q r s x : ℝ) :
    deriv (fun t : ℝ => p * t ^ 3 + q * t ^ 2 + r * t + s) x
      = 3 * p * x ^ 2 + 2 * q * x + r := by
  have h3 : HasDerivAt (fun t : ℝ => t ^ 3) (3 * x ^ 2) x := by
    simpa using hasDerivAt_pow 3 x
  have h2 : HasDerivAt (fun t : ℝ => t ^ 2) (2 * x) x := by
    simpa using hasDerivAt_pow 2 x
  have h := (((h3.const_mul p).fun_add (h2.const_mul q)).fun_add
    ((hasDerivAt_id' x).const_mul r)).add_const s
  refine h.deriv.trans ?_
  ring

/-- The gradient of the tilted monkey saddle. -/
theorem energy_gradient (a b x y : ℝ) :
    planeGradient (energy a b) x y
      = (3 * x ^ 2 - 3 * y ^ 2 + a, -6 * x * y + b) := by
  have h1 : (fun s => energy a b s y)
      = fun s => 1 * s ^ 3 + 0 * s ^ 2 + (a - 3 * y ^ 2) * s + b * y := by
    funext s; unfold energy; ring
  have h2 : (fun t => energy a b x t)
      = fun t => 0 * t ^ 3 + (-3 * x) * t ^ 2 + b * t + (x ^ 3 + a * x) := by
    funext t; unfold energy; ring
  unfold planeGradient
  rw [h1, h2, deriv_cubic, deriv_cubic]
  congr 1 <;> ring

/-- The Hessian of the tilted monkey saddle; it does not contain the tilt. -/
theorem energy_hessian (a b x y : ℝ) :
    planeHessian (energy a b) x y = !![6 * x, -6 * y; -6 * y, -6 * x] := by
  have e1 : deriv (fun s : ℝ => 3 * s ^ 2 - 3 * y ^ 2 + a) x = 6 * x := by
    have h : (fun s : ℝ => 3 * s ^ 2 - 3 * y ^ 2 + a)
        = fun s => 0 * s ^ 3 + 3 * s ^ 2 + 0 * s + (a - 3 * y ^ 2) := by
      funext s; ring
    rw [h, deriv_cubic]; ring
  have e2 : deriv (fun t : ℝ => 3 * x ^ 2 - 3 * t ^ 2 + a) y = -6 * y := by
    have h : (fun t : ℝ => 3 * x ^ 2 - 3 * t ^ 2 + a)
        = fun t => 0 * t ^ 3 + (-3) * t ^ 2 + 0 * t + (a + 3 * x ^ 2) := by
      funext t; ring
    rw [h, deriv_cubic]; ring
  have e3 : deriv (fun s : ℝ => -6 * s * y + b) x = -6 * y := by
    have h : (fun s : ℝ => -6 * s * y + b)
        = fun s => 0 * s ^ 3 + 0 * s ^ 2 + (-6 * y) * s + b := by
      funext s; ring
    rw [h, deriv_cubic]; ring
  have e4 : deriv (fun t : ℝ => -6 * x * t + b) y = -6 * x := by
    have h : (fun t : ℝ => -6 * x * t + b)
        = fun t => 0 * t ^ 3 + 0 * t ^ 2 + (-6 * x) * t + b := by
      funext t; ring
    rw [h, deriv_cubic]; ring
  simp only [planeHessian, energy_gradient]
  rw [e1, e2, e3, e4]

/-- In the complex coordinate `z = x + i y`, stationarity is the single
quadratic equation `3 z² = -a + i b`. -/
theorem stationary_iff_complex (a b x y : ℝ) :
    planeGradient (energy a b) x y = 0 ↔ 3 * (⟨x, y⟩ : ℂ) ^ 2 = ⟨-a, b⟩ := by
  have hre : (3 * (⟨x, y⟩ : ℂ) ^ 2).re = 3 * (x ^ 2 - y ^ 2) := by simp [pow_two]
  have him : (3 * (⟨x, y⟩ : ℂ) ^ 2).im = 3 * (x * y + y * x) := by simp [pow_two]
  rw [energy_gradient, Prod.mk_eq_zero, Complex.ext_iff, hre, him]
  constructor
  · rintro ⟨h1, h2⟩
    constructor
    · show 3 * (x ^ 2 - y ^ 2) = -a
      linarith
    · show 3 * (x * y + y * x) = b
      linarith
  · rintro ⟨h1, h2⟩
    have h1' : 3 * (x ^ 2 - y ^ 2) = -a := h1
    have h2' : 3 * (x * y + y * x) = b := h2
    constructor <;> linarith

/-- Under a nonzero tilt the stationary points are two distinct, opposite points. -/
theorem stationarySet_eq_pair (a b : ℝ) (hab : a ≠ 0 ∨ b ≠ 0) :
    ∃ p : ℝ × ℝ, p ≠ -p ∧ stationarySet a b = {p, -p} := by
  -- a complex square root supplies one stationary point
  obtain ⟨z, hz⟩ := IsAlgClosed.exists_pow_nat_eq ((⟨-a, b⟩ : ℂ) / 3) (n := 2) (by norm_num)
  have hz' : 3 * z ^ 2 = (⟨-a, b⟩ : ℂ) := by rw [hz]; ring
  refine ⟨(z.re, z.im), ?_, ?_⟩
  · -- coincidence of the two points would force the tilt to vanish
    intro h
    have h1 : z.re = -z.re := congrArg Prod.fst h
    have h2 : z.im = -z.im := congrArg Prod.snd h
    have hz0 : z = 0 := Complex.ext (by show z.re = 0; linarith) (by show z.im = 0; linarith)
    rw [hz0] at hz'
    have e1 := congrArg Complex.re hz'
    have e2 := congrArg Complex.im hz'
    simp at e1 e2
    rcases hab with h | h
    · exact h (by linarith)
    · exact h (by linarith)
  · ext ⟨x, y⟩
    have key : (x, y) ∈ stationarySet a b ↔ 3 * (⟨x, y⟩ : ℂ) ^ 2 = ⟨-a, b⟩ :=
      stationary_iff_complex a b x y
    rw [key, ← hz', Set.mem_insert_iff, Set.mem_singleton_iff]
    constructor
    · intro h
      have h' : (⟨x, y⟩ : ℂ) ^ 2 = z ^ 2 :=
        mul_left_cancel₀ (by norm_num : (3 : ℂ) ≠ 0) h
      rcases sq_eq_sq_iff_eq_or_eq_neg.mp h' with h | h
      · left; exact Prod.ext (congrArg Complex.re h) (congrArg Complex.im h)
      · right; exact Prod.ext (congrArg Complex.re h) (congrArg Complex.im h)
    · rintro (h | h)
      · have e : (⟨x, y⟩ : ℂ) = z :=
          Complex.ext (congrArg Prod.fst h) (congrArg Prod.snd h)
        rw [e]
      · have e : (⟨x, y⟩ : ℂ) = -z :=
          Complex.ext (congrArg Prod.fst h) (congrArg Prod.snd h)
        rw [e, neg_sq]

/-- The squared distance of a stationary point from the origin is one third
of the tilt strength. -/
theorem stationary_radius (a b x y : ℝ) (h : planeGradient (energy a b) x y = 0) :
    x ^ 2 + y ^ 2 = √(a ^ 2 + b ^ 2) / 3 := by
  rw [energy_gradient, Prod.mk_eq_zero] at h
  obtain ⟨h1, h2⟩ := h
  have ha : a = -3 * (x ^ 2 - y ^ 2) := by linarith
  have hb : b = 6 * x * y := by linarith
  have hs : a ^ 2 + b ^ 2 = (3 * (x ^ 2 + y ^ 2)) ^ 2 := by rw [ha, hb]; ring
  rw [hs, Real.sqrt_sq (by positivity)]
  ring

/-- At a stationary point the Hessian eigenvalues, read off from the characteristic
polynomial, are `±√(12 √(a² + b²))`. -/
theorem stationary_hessian_charpoly (a b x y : ℝ)
    (h : planeGradient (energy a b) x y = 0) :
    (planeHessian (energy a b) x y).charpoly
      = (X - C (-√(12 * √(a ^ 2 + b ^ 2)))) * (X - C (√(12 * √(a ^ 2 + b ^ 2)))) := by
  have hr := stationary_radius a b x y h
  have hk : √(12 * √(a ^ 2 + b ^ 2)) ^ 2 = 12 * √(a ^ 2 + b ^ 2) :=
    Real.sq_sqrt (by positivity)
  have htr : (planeHessian (energy a b) x y).trace = 0 := by
    rw [energy_hessian, Matrix.trace_fin_two_of]; ring
  have hdet : (planeHessian (energy a b) x y).det = -√(12 * √(a ^ 2 + b ^ 2)) ^ 2 := by
    rw [energy_hessian, Matrix.det_fin_two_of, hk]
    linarith
  rw [Matrix.charpoly_fin_two, htr, hdet]
  simp only [map_neg, map_pow, map_zero]
  ring

/-- Monkey saddle splitting: under a nonzero tilt there are exactly two stationary
points, and the Hessian at each has one negative and one positive eigenvalue. -/
theorem monkey_saddle_splitting (a b : ℝ) (hab : a ≠ 0 ∨ b ≠ 0) :
    (stationarySet a b).ncard = 2 ∧
    ∀ p ∈ stationarySet a b, ∃ μ ν : ℝ, μ < 0 ∧ 0 < ν ∧
      (planeHessian (energy a b) p.1 p.2).charpoly = (X - C μ) * (X - C ν) := by
  constructor
  · obtain ⟨p, hp, hset⟩ := stationarySet_eq_pair a b hab
    rw [hset, Set.ncard_pair hp]
  · intro p hp
    have hpos : 0 < a ^ 2 + b ^ 2 := by
      rcases hab with h | h <;> positivity
    have hk : 0 < √(12 * √(a ^ 2 + b ^ 2)) :=
      Real.sqrt_pos.mpr (mul_pos (by norm_num) (Real.sqrt_pos.mpr hpos))
    exact ⟨_, _, neg_lt_zero.mpr hk, hk, stationary_hessian_charpoly a b p.1 p.2 hp⟩

/-- The energy at a stationary point is two thirds of the tilt term there. -/
theorem stationary_energy (a b x y : ℝ) (h : planeGradient (energy a b) x y = 0) :
    energy a b x y = 2 / 3 * (a * x + b * y) := by
  rw [energy_gradient, Prod.mk_eq_zero] at h
  obtain ⟨h1, h2⟩ := h
  unfold energy
  -- contract the gradient with the position vector
  linear_combination x / 3 * h1 + y / 3 * h2

end

end MonkeySaddleSplitting
```

```lean
#print axioms MonkeySaddleSplitting.monkey_saddle_splitting
#print axioms MonkeySaddleSplitting.stationary_energy
```

```
'MonkeySaddleSplitting.monkey_saddle_splitting' depends on axioms: [propext, Classical.choice, Quot.sound]
'MonkeySaddleSplitting.stationary_energy' depends on axioms: [propext, Classical.choice, Quot.sound]
```

## How the proof follows the calculation

`deriv_cubic` differentiates a general cubic in one variable. `energy_gradient` and `energy_hessian` rewrite each partial function in that form and apply it.

`stationary_iff_complex` compares real and imaginary parts to obtain $3z^2=-a+ib$. In `stationarySet_eq_pair`, algebraic closedness of $\mathbb C$ supplies the root, and `sq_eq_sq_iff_eq_or_eq_neg` shows that only $z$ and $-z$ occur. The hypothesis on the tilt enters there to separate the two points.

`stationary_radius` replaces the moduli argument by the identity $a^2+b^2=(3(x^2+y^2))^2$ and takes the nonnegative root. `stationary_hessian_charpoly` inserts the trace and determinant into the formula for a $2\times2$ characteristic polynomial. Neither lemma needs a nonzero tilt; the main theorem uses it again to make $\kappa$ strictly positive.

In `stationary_energy`, the `linear_combination` step adds $x/3$ times the first stationarity equation to $y/3$ times the second, which is the contraction $xE_x+yE_y$ divided by three.
